# Two directions fix the fourth-moment Compton anisotropy of a finite cubic momentum density

## A cubic density as weighted stars

The cubic symmetry is put in by construction: a momentum density is a finite list of momenta pₖ with real weights wₖ, and each pₖ is averaged over its images under the 48 signed permutation matrices. These images form the cubic star of pₖ, and wₖ is the weight of the whole star.

In the impulse approximation, the directional Compton profile along a unit vector n is the distribution of the projected momentum ⟨p,n⟩. Its fourth moment is therefore

M(n) = Σₖ wₖ · mean over g of ⟨g pₖ, n⟩⁴.

For calculated electron momentum densities sampled at finitely many stars, the results below give a consistency check between directions. Continuous densities and the full profile are not treated.

## Averaging one momentum

Number the components i = 0, 1, 2 and write A = Σᵢ nᵢ⁴, B = Σᵢ pᵢ⁴ and P = |p|⁴. An operation g consists of a permutation σ and signs εᵢ, with (gp)ᵢ = εᵢ p_σ(i). Put xᵢ = p_σ(i) nᵢ. Summing over the eight sign choices removes every odd power:

Σ_ε (ε₀x₀ + ε₁x₁ + ε₂x₂)⁴ = 8 [Σᵢ xᵢ⁴ + 6 Σ_{i<j} xᵢ²xⱼ²].

Now sum over the six permutations. For fixed i, p_σ(i)⁴ sums to 2B. For fixed i < j, p_σ(i)² p_σ(j)² sums to P − B. Since |n| = 1, Σ_{i<j} nᵢ²nⱼ² = (1 − A)/2. The total is

8 [2AB + 3(1 − A)(P − B)],

and division by 48 gives

mean = AB/3 + (1 − A)(P − B)/2.

## Separating direction from density

Expanding both sides confirms that

mean = P/5 + (5A − 3)(5B − 3P)/30.

Let Bₖ and Pₖ be the values for pₖ, and set S = Σₖ wₖ(5Bₖ − 3Pₖ). Then

M(n) = (Σₖ wₖPₖ)/5 + (5A − 3)S/30.

Along [100], A = 1; along [111], n = (1,1,1)/√3 and A = 1/3. Hence

M[100] − M[111] = S/9.

If the two moments agree, S = 0 and M(n) has its isotropic value in every direction. The converse is immediate.

For every momentum P/3 ≤ B ≤ P, because 3B − P = Σ_{i<j}(pᵢ² − pⱼ²)² and P − B = 2Σ_{i<j}pᵢ²pⱼ². With nonnegative weights, the difference therefore lies between −4/27 and 2/9 of Σₖ wₖPₖ.

Normalising [111] matters. Inserting n = (1,1,1) into the mean formula for p = (1,1,1) gives −3, which no mean of fourth powers can be.

The same sign and permutation sums applied to ⟨gp,n⟩² give |p|²/3, so the second moment shows no anisotropy in this model.

## Reading the Lean statements

`cubicOp` builds the matrix from the pair (σ, ε), and `cubicMean` sums over these labels and divides by 48. `quartic` gives A or B, `p ⬝ᵥ p` is |p|², and `fourthMoment w p n` is M(n). The condition `n ⬝ᵥ n = 1` makes n a unit vector. Only `anisotropy_bounds` assumes nonnegative weights, as for a physical density; no theorem needs them to sum to one.

```lean
import Mathlib

open Matrix Equiv

namespace ComptonAnisotropy

noncomputable section

/-- The signed permutation matrix with permutation `g.1` and signs `g.2`:
it sends `p` to the vector with components `± p (g.1 i)`. -/
def cubicOp (g : Perm (Fin 3) × (Fin 3 → ℤˣ)) : Matrix (Fin 3) (Fin 3) ℝ :=
  Matrix.of fun i j => if g.1 i = j then ((g.2 i : ℤ) : ℝ) else 0

/-- The mean of a quantity over the signed permutation matrices. -/
def cubicMean (f : Matrix (Fin 3) (Fin 3) ℝ → ℝ) : ℝ :=
  (∑ g, f (cubicOp g)) / 48

/-- The quartic cubic invariant, the sum of the fourth powers of the components. -/
def quartic (p : Fin 3 → ℝ) : ℝ := ∑ i, p i ^ 4

/-- The fourth moment of the directional Compton profile along a unit vector `n`, for a momentum
density made of the cubic stars of the momenta `p k` with weights `w k`. -/
def fourthMoment {ι : Type*} [Fintype ι] (w : ι → ℝ) (p : ι → Fin 3 → ℝ)
    (n : Fin 3 → ℝ) : ℝ :=
  ∑ k, w k * cubicMean fun g => ((g *ᵥ p k) ⬝ᵥ n) ^ 4

/-- The direction [100]. -/
def axis100 : Fin 3 → ℝ := ![1, 0, 0]

/-- The direction [111], normalised to unit length. -/
def axis111 : Fin 3 → ℝ := fun _ => 1 / Real.sqrt 3

/-- Different labels give different signed permutation matrices, and there are 48 labels. -/
theorem cubicOp_injective_card : Function.Injective cubicOp ∧
    Fintype.card (Perm (Fin 3) × (Fin 3 → ℤˣ)) = 48 := by
  refine ⟨?_, by rfl⟩
  rintro ⟨σ, ε⟩ ⟨τ, δ⟩ h
  have key : ∀ i, τ i = σ i ∧ ε i = δ i := by
    intro i
    -- compare the entry where the first matrix is nonzero in row i
    have e := congrFun (congrFun h i) (σ i)
    simp only [cubicOp, Matrix.of_apply, ↓reduceIte] at e
    by_cases hc : τ i = σ i
    · rw [if_pos hc] at e
      exact ⟨hc, Units.ext (Int.cast_injective e)⟩
    · rw [if_neg hc] at e
      exact absurd (Int.cast_eq_zero.mp e) (ε i).ne_zero
  exact Prod.ext (Equiv.ext fun i => (key i).1.symm) (funext fun i => (key i).2)

/-- Summing the fourth power of `± a ± b ± c` over the eight sign choices leaves only
even powers of `a`, `b` and `c`. -/
theorem sum_signs (a b c : ℝ) :
    ∑ ε : Fin 3 → ℤˣ, (((ε 0 : ℤ) : ℝ) * a + ((ε 1 : ℤ) : ℝ) * b + ((ε 2 : ℤ) : ℝ) * c) ^ 4
      = 8 * (a ^ 4 + b ^ 4 + c ^ 4
          + 6 * (a ^ 2 * b ^ 2 + b ^ 2 * c ^ 2 + c ^ 2 * a ^ 2)) := by
  have h : (Finset.univ : Finset (Fin 3 → ℤˣ)) =
      {![1, 1, 1], ![1, 1, -1], ![1, -1, 1], ![1, -1, -1],
       ![-1, 1, 1], ![-1, 1, -1], ![-1, -1, 1], ![-1, -1, -1]} := by decide
  rw [h, Finset.sum_insert (by decide), Finset.sum_insert (by decide),
    Finset.sum_insert (by decide), Finset.sum_insert (by decide),
    Finset.sum_insert (by decide), Finset.sum_insert (by decide),
    Finset.sum_insert (by decide), Finset.sum_singleton]
  simp
  ring

/-- A sum over the permutations of three axes, written out as its six terms. -/
theorem sum_perm (f : Fin 3 → Fin 3 → Fin 3 → ℝ) :
    ∑ σ : Perm (Fin 3), f (σ 0) (σ 1) (σ 2)
      = f 0 1 2 + (f 1 0 2 + (f 2 1 0 + (f 0 2 1 + (f 1 2 0 + f 2 0 1)))) := by
  have h : (Finset.univ : Finset (Perm (Fin 3))) =
      {1, swap 0 1, swap 0 2, swap 1 2, swap 0 1 * swap 1 2, swap 1 2 * swap 0 1} := by
    decide
  rw [h, Finset.sum_insert (by decide), Finset.sum_insert (by decide),
    Finset.sum_insert (by decide), Finset.sum_insert (by decide),
    Finset.sum_insert (by decide), Finset.sum_singleton]
  rfl

/-- For a unit vector `n`, the cubic mean of the fourth power of the projected momentum is
`A B / 3 + (1 - A) (|p|⁴ - B) / 2`, where `A` and `B` are the quartic invariants of `n`
and `p`. -/
theorem cubicMean_projection (p n : Fin 3 → ℝ) (hn : n ⬝ᵥ n = 1) :
    cubicMean (fun g => ((g *ᵥ p) ⬝ᵥ n) ^ 4)
      = quartic n * quartic p / 3
        + (1 - quartic n) * ((p ⬝ᵥ p) ^ 2 - quartic p) / 2 := by
  have hv : ∀ g i, (cubicOp g *ᵥ p) i = ((g.2 i : ℤ) : ℝ) * p (g.1 i) := by
    intro g i
    simp [cubicOp, Matrix.mulVec, dotProduct, ite_mul]
  have h : ∀ g, (cubicOp g *ᵥ p) ⬝ᵥ n = ((g.2 0 : ℤ) : ℝ) * (p (g.1 0) * n 0)
      + ((g.2 1 : ℤ) : ℝ) * (p (g.1 1) * n 1) + ((g.2 2 : ℤ) : ℝ) * (p (g.1 2) * n 2) := by
    intro g
    simp only [dotProduct, Fin.sum_univ_three, hv]
    ring
  -- the formula for a vector n of any length
  have general : cubicMean (fun g => ((g *ᵥ p) ⬝ᵥ n) ^ 4)
      = quartic n * quartic p / 3
        + ((n ⬝ᵥ n) ^ 2 - quartic n) * ((p ⬝ᵥ p) ^ 2 - quartic p) / 2 := by
    have hs := sum_perm fun i j k =>
      8 * ((p i * n 0) ^ 4 + (p j * n 1) ^ 4 + (p k * n 2) ^ 4
        + 6 * ((p i * n 0) ^ 2 * (p j * n 1) ^ 2 + (p j * n 1) ^ 2 * (p k * n 2) ^ 2
          + (p k * n 2) ^ 2 * (p i * n 0) ^ 2))
    beta_reduce at hs
    unfold cubicMean
    simp only [h]
    rw [Fintype.sum_prod_type]
    simp only [sum_signs]
    rw [hs]
    simp only [quartic, dotProduct, Fin.sum_univ_three]
    ring
  rw [general, hn]
  ring

/-- Along a unit vector `n`, the fourth moment is an isotropic part plus a product of one
factor that depends on the direction and one that depends on the momentum density. -/
theorem fourthMoment_eq {ι : Type*} [Fintype ι] (w : ι → ℝ) (p : ι → Fin 3 → ℝ)
    {n : Fin 3 → ℝ} (hn : n ⬝ᵥ n = 1) :
    fourthMoment w p n = (∑ k, w k * (p k ⬝ᵥ p k) ^ 2) / 5
      + (5 * quartic n - 3) / 30
        * ∑ k, w k * (5 * quartic (p k) - 3 * (p k ⬝ᵥ p k) ^ 2) := by
  unfold fourthMoment
  rw [Finset.sum_div, Finset.mul_sum, ← Finset.sum_add_distrib]
  refine Finset.sum_congr rfl fun k _ => ?_
  rw [cubicMean_projection _ _ hn]
  ring

/-- [100] and [111] are unit vectors with quartic invariants `1` and `1/3`. -/
theorem axes_invariants : (axis100 ⬝ᵥ axis100 = 1 ∧ quartic axis100 = 1) ∧
    (axis111 ⬝ᵥ axis111 = 1 ∧ quartic axis111 = 1 / 3) := by
  have h : (1 / Real.sqrt 3) ^ 2 = 1 / 3 := by
    rw [div_pow, Real.sq_sqrt (by norm_num)]
    norm_num
  refine ⟨⟨?_, ?_⟩, ?_, ?_⟩
  · simp [axis100, dotProduct, Fin.sum_univ_three]
  · simp [axis100, quartic, Fin.sum_univ_three]
  · simp only [axis111, dotProduct, Fin.sum_univ_three]
    linear_combination 3 * h
  · simp only [axis111, quartic, Fin.sum_univ_three]
    linear_combination 3 * ((1 / Real.sqrt 3) ^ 2 + 1 / 3) * h

/-- The [100] fourth moment minus the [111] fourth moment is the weighted sum of
`(5 B - 3 |p|⁴) / 9`, with `B` the quartic invariant of the momentum `p`. -/
theorem anisotropy_100_111 {ι : Type*} [Fintype ι] (w : ι → ℝ) (p : ι → Fin 3 → ℝ) :
    fourthMoment w p axis100 - fourthMoment w p axis111
      = (∑ k, w k * (5 * quartic (p k) - 3 * (p k ⬝ᵥ p k) ^ 2)) / 9 := by
  obtain ⟨⟨h1, q1⟩, h3, q3⟩ := axes_invariants
  rw [fourthMoment_eq w p h1, fourthMoment_eq w p h3, q1, q3]
  ring

/-- The fourth moment equals one fifth of the weighted sum of `|p|⁴` along every unit vector
exactly when its values along [100] and [111] agree. -/
theorem isotropic_iff {ι : Type*} [Fintype ι] (w : ι → ℝ) (p : ι → Fin 3 → ℝ) :
    (∀ n : Fin 3 → ℝ, n ⬝ᵥ n = 1 →
        fourthMoment w p n = (∑ k, w k * (p k ⬝ᵥ p k) ^ 2) / 5)
      ↔ fourthMoment w p axis100 = fourthMoment w p axis111 := by
  constructor
  · intro h
    rw [h _ axes_invariants.1.1, h _ axes_invariants.2.1]
  · intro h n hn
    -- equal moments along the two axes remove the anisotropic factor
    have hS : ∑ k, w k * (5 * quartic (p k) - 3 * (p k ⬝ᵥ p k) ^ 2) = 0 := by
      linarith [anisotropy_100_111 w p]
    rw [fourthMoment_eq w p hn, hS]
    ring

/-- For nonnegative weights, the [100] minus [111] difference lies between `-4/27` and `2/9`
of the weighted sum of `|p|⁴`. -/
theorem anisotropy_bounds {ι : Type*} [Fintype ι] (w : ι → ℝ) (p : ι → Fin 3 → ℝ)
    (hw : ∀ k, 0 ≤ w k) :
    -(4 / 27) * ∑ k, w k * (p k ⬝ᵥ p k) ^ 2
        ≤ fourthMoment w p axis100 - fourthMoment w p axis111 ∧
      fourthMoment w p axis100 - fourthMoment w p axis111
        ≤ 2 / 9 * ∑ k, w k * (p k ⬝ᵥ p k) ^ 2 := by
  -- the quartic invariant lies between |p|⁴ / 3 and |p|⁴
  have lower : ∀ v : Fin 3 → ℝ, (v ⬝ᵥ v) ^ 2 ≤ 3 * quartic v := by
    intro v
    simp only [quartic, dotProduct, Fin.sum_univ_three]
    nlinarith [sq_nonneg (v 0 ^ 2 - v 1 ^ 2), sq_nonneg (v 1 ^ 2 - v 2 ^ 2),
      sq_nonneg (v 2 ^ 2 - v 0 ^ 2)]
  have upper : ∀ v : Fin 3 → ℝ, quartic v ≤ (v ⬝ᵥ v) ^ 2 := by
    intro v
    simp only [quartic, dotProduct, Fin.sum_univ_three]
    nlinarith [sq_nonneg (v 0 * v 1), sq_nonneg (v 1 * v 2), sq_nonneg (v 2 * v 0)]
  rw [anisotropy_100_111, Finset.mul_sum, Finset.mul_sum, Finset.sum_div]
  constructor
  · refine Finset.sum_le_sum fun k _ => ?_
    have := mul_le_mul_of_nonneg_left (lower (p k)) (hw k)
    linarith
  · refine Finset.sum_le_sum fun k _ => ?_
    have := mul_le_mul_of_nonneg_left (upper (p k)) (hw k)
    linarith

end

end ComptonAnisotropy
```

```lean
#print axioms ComptonAnisotropy.cubicOp_injective_card
#print axioms ComptonAnisotropy.fourthMoment_eq
#print axioms ComptonAnisotropy.isotropic_iff
#print axioms ComptonAnisotropy.anisotropy_bounds
```

```
'ComptonAnisotropy.cubicOp_injective_card' depends on axioms: [propext, Classical.choice, Quot.sound]
'ComptonAnisotropy.fourthMoment_eq' depends on axioms: [propext, Classical.choice, Quot.sound]
'ComptonAnisotropy.isotropic_iff' depends on axioms: [propext, Classical.choice, Quot.sound]
'ComptonAnisotropy.anisotropy_bounds' depends on axioms: [propext, Classical.choice, Quot.sound]
```

## From the sums to the theorems

`cubicOp_injective_card` shows that the mean runs over 48 distinct matrices. It compares row i of two equal matrices at column σ(i), where the first has a nonzero entry; this forces the permutations and signs to agree.

`sum_signs` and `sum_perm` list the eight sign choices and six permutations, with `decide` confirming that each list is complete. `cubicMean_projection` writes the projection in terms of signs and permuted components, then applies both sums. It first proves a version for n of any length, with `(n ⬝ᵥ n) ^ 2` in place of 1. This is a polynomial identity that `ring` can close, and `hn` then specialises it.

`fourthMoment_eq` performs the separation term by term. `axes_invariants` supplies the lengths and A values of the two axes, which `anisotropy_100_111` inserts. In `isotropic_iff`, equal moments yield `hS`, the statement S = 0, and the directional term vanishes.

In `anisotropy_bounds`, `lower` and `upper` are the two inequalities for B. `nlinarith` receives the squares used above, and the bounds are then multiplied by the weights and summed.
